# Ring with one antiferromagnetic bond: the bond sum of n ≥ 2 unit spins is at most n cos(π/n)

Take a classical Heisenberg ring of n unit spins whose bonds are all ferromagnetic except one, which is antiferromagnetic. When a numerical minimisation of its energy stops, the result can be compared with −J n cos(π/n), where J > 0 is the common strength of the bonds and each bond is counted once. If the spins have at least two components, an energy above this value by more than the convergence tolerance means that the run has not reached the ground state. An energy below this value, beyond rounding, points to a fault in the energy function or in the normalisation of the spins. This check applies to classical, isotropic spins with equal coupling strengths and no field.

Number the spins s_0, …, s_(n−1), and let the bond between s_(n−1) and s_0 be the antiferromagnetic one. The energy is −J B, with the bond sum

B = Σ_{i=0}^{n−2} ⟨s_i, s_(i+1)⟩ − ⟨s_(n−1), s_0⟩.

The claim is that B ≤ n cos(π/n) for unit vectors in any real inner-product space, and that a planar spiral with turns of π/n attains the bound.

## Building the ring one spin at a time

Put φ = π/n, and let x_0, …, x_(n−1) be vectors of any length, with B now formed from them. For an open chain of m bonds define the quadratic cost

Q_m = Σ_{i=0}^{m−1} [cos φ (‖x_i‖² + ‖x_(i+1)‖²) − 2⟨x_i, x_(i+1)⟩]

and compare it with an expression in the two end spins:

D_m = sin(mφ) Q_m − sin φ [cos(mφ)(‖x_0‖² + ‖x_m‖²) − 2⟨x_0, x_m⟩].

For one bond the two parts cancel, so D_1 = 0. Adding a spin gives

sin(mφ) D_(m+1) = sin((m+1)φ) D_m + ‖K_m‖²,

K_m = sin((m+1)φ) x_m − sin φ x_0 − sin(mφ) x_(m+1).

To verify this, collect terms in sin(mφ) D_(m+1) − sin((m+1)φ) D_m. The coefficients of the squared lengths are

‖x_m‖²: sin((m+1)φ) [sin(mφ) cos φ + cos(mφ) sin φ] = sin²((m+1)φ)

‖x_(m+1)‖²: sin(mφ) [sin((m+1)φ) cos φ − cos((m+1)φ) sin φ] = sin²(mφ)

‖x_0‖²: sin φ [sin((m+1)φ) cos(mφ) − cos((m+1)φ) sin(mφ)] = sin²φ

and those of the inner products are

⟨x_m, x_(m+1)⟩: −2 sin(mφ) sin((m+1)φ)

⟨x_0, x_(m+1)⟩: +2 sin φ sin(mφ)

⟨x_0, x_m⟩: −2 sin φ sin((m+1)φ).

These are the coefficients of ‖K_m‖².

For 1 ≤ m ≤ n−1 the angle mφ lies strictly between 0 and π, so its sine is positive. Starting from D_1 = 0, the recursion therefore gives D_m ≥ 0 up to m = n−1. There sin((n−1)φ) = sin φ and cos((n−1)φ) = −cos φ. In Q_(n−1) each inner spin is counted twice and each end spin once; the end term supplies the missing counts and the closing bond:

D_(n−1) = 2 sin φ [cos φ Σ_{i=0}^{n−1} ‖x_i‖² − B].

Since sin φ > 0, B ≤ cos φ Σ ‖x_i‖², which is n cos φ for unit spins.

For attainment, take orthonormal e and f and set s_k = cos(kφ) e + sin(kφ) f. Then ⟨s_j, s_k⟩ = cos((j−k)φ). The n−1 ferromagnetic bonds contribute cos φ each, and the closing bond contributes −cos((n−1)φ) = cos φ, so B = n cos φ.

## What equality forces

If the bound is attained, D_(n−1) = 0. Read downwards, the recursion makes a sum of two nonnegative terms vanish at each step, so D_m = 0 and K_m = 0 for 1 ≤ m ≤ n−2:

sin((m+1)φ) x_m = sin φ x_0 + sin(mφ) x_(m+1).

Let the spins be unit vectors and n ≥ 3. Isolating sin φ x_0 and taking squared norms gives

sin²φ = sin²((m+1)φ) + sin²(mφ) − 2 sin(mφ) sin((m+1)φ) ⟨x_m, x_(m+1)⟩.

The addition formulas show that the same equation holds with cos φ in place of the inner product, and the product of sines is positive, so ⟨x_m, x_(m+1)⟩ = cos φ. For the first bond, take m = 1 and isolate sin φ x_2 instead. Once all ferromagnetic bonds equal cos φ, the value of B leaves −cos φ for the inner product on the closing bond. At n = 2 the two bonds join the same pair and cancel, so every configuration has B = 0 and no angle is fixed.

## Spins, bonds and defects in Lean

```lean
import Mathlib

open Real

namespace FrustratedRing

noncomputable section

variable {E : Type*} [NormedAddCommGroup E] [InnerProductSpace ℝ E]
```

The type `E` is any real inner-product space, of finite or infinite dimension. Three-component classical spins are one instance.

```lean
/-- Minus the energy, in units of the coupling, of a ring of `n` spins `s 0, …, s (n-1)` whose
bonds are all ferromagnetic except the antiferromagnetic bond that closes the ring. -/
def bondSum (n : ℕ) (s : ℕ → E) : ℝ :=
  ∑ i ∈ Finset.range (n - 1), inner ℝ (s i) (s (i + 1)) - inner ℝ (s (n - 1)) (s 0)
```

A configuration is a sequence `s : ℕ → E`, of which, for n ≥ 1, only the entries 0 to n−1 enter `bondSum`. The definition fixes the sign convention: a large `bondSum` means a low energy. Unit length is not built into the type; it appears as a hypothesis where it is needed.

```lean
/-- The combination `cos (k φ) e + sin (k φ) f` at site `k`, for arbitrary vectors `e` and `f`. -/
def spiral (e f : E) (φ : ℝ) (k : ℕ) : E := cos (k * φ) • e + sin (k * φ) • f
```

For orthonormal `e` and `f` this is the planar spiral that turns by φ from site to site, and the attainment theorem assumes such a pair. A one-dimensional space has none, so that theorem does not apply to Ising spins, although the upper bound does.

```lean
/-- The quadratic cost of an open chain of `m` bonds, weighted by `sin (m φ)`, minus a quadratic
expression in its two end spins. -/
def defect (φ : ℝ) (x : ℕ → E) (m : ℕ) : ℝ :=
  sin (m * φ) * ∑ i ∈ Finset.range m,
      (cos φ * (‖x i‖ ^ 2 + ‖x (i + 1)‖ ^ 2) - 2 * inner ℝ (x i) (x (i + 1)))
    - sin φ * (cos (m * φ) * (‖x 0‖ ^ 2 + ‖x m‖ ^ 2) - 2 * inner ℝ (x 0) (x m))

/-- The multiple `sin ((m + 1) φ)` of spin `m`, minus a combination of spin `0` and spin `m + 1`. -/
def kink (φ : ℝ) (x : ℕ → E) (m : ℕ) : E :=
  sin ((m + 1 : ℕ) * φ) • x m - sin φ • x 0 - sin (m * φ) • x (m + 1)
```

These are D_m and K_m, for a general angle φ.

## From positive sines to the bound

```lean
/-- A turn by `k` steps of `π / n`, with `0 < k < n`, has positive sine. -/
theorem sin_turn_pos {n k : ℕ} (hk : 1 ≤ k) (hkn : k < n) : 0 < sin (k * (π / n)) := by
  have hn : (0 : ℝ) < n := by exact_mod_cast (by omega : 0 < n)
  have hk' : (0 : ℝ) < k := by exact_mod_cast (by omega : 0 < k)
  have h : (k : ℝ) < n := by exact_mod_cast hkn
  apply sin_pos_of_pos_of_lt_pi
  · positivity
  · rw [mul_div_assoc', div_lt_iff₀ hn]
    nlinarith [pi_pos]

/-- After `m` steps of `π / (m + 1)` the accumulated turn is one step short of `π`. -/
theorem last_turn (m : ℕ) :
    (m : ℝ) * (π / (m + 1 : ℕ)) = π - π / (m + 1 : ℕ) := by
  have h : (m : ℝ) + 1 ≠ 0 := by positivity
  rw [eq_sub_iff_add_eq]
  push_cast
  have h2 : (m : ℝ) * (π / (m + 1)) + π / (m + 1) = π / (m + 1) * (m + 1) := by ring
  rw [h2, div_mul_cancel₀ _ h]
```

The first lemma places the angle between 0 and π. The second writes n as m + 1 and gives mφ = π − φ, from which the sine and cosine at the last site follow.

```lean
/-- The defect for `m + 1` bonds times `sin (m φ)` equals the defect for `m` bonds times `sin ((m +
1) φ)` plus the squared norm of the kink at `m`. -/
theorem defect_succ (φ : ℝ) (x : ℕ → E) (m : ℕ) :
    sin (m * φ) * defect φ x (m + 1)
      = sin ((m + 1 : ℕ) * φ) * defect φ x m + ‖kink φ x m‖ ^ 2 := by
  have key : ∀ (a b d : E) (p q r : ℝ), ‖p • b - q • a - r • d‖ ^ 2
      = p ^ 2 * ‖b‖ ^ 2 + q ^ 2 * ‖a‖ ^ 2 + r ^ 2 * ‖d‖ ^ 2 - 2 * p * q * inner ℝ a b
        - 2 * p * r * inner ℝ b d + 2 * q * r * inner ℝ a d := by
    intro a b d p q r
    simp only [← real_inner_self_eq_norm_sq, inner_sub_left, inner_sub_right,
      real_inner_smul_left, real_inner_smul_right]
    rw [real_inner_comm a b, real_inner_comm b d, real_inner_comm a d]
    ring
  have e : ((m + 1 : ℕ) : ℝ) * φ = m * φ + φ := by push_cast; ring
  rw [kink, key]
  simp only [defect, Finset.sum_range_succ, e, sin_add, cos_add]
  linear_combination sin φ ^ 2 * ‖x 0‖ ^ 2 * sin_sq_add_cos_sq (m * φ)
    + sin (m * φ) ^ 2 * ‖x (m + 1)‖ ^ 2 * sin_sq_add_cos_sq φ
```

This is the recursion. The local statement `key` expands the squared norm of a combination of three vectors, and the addition formulas then reduce everything to sines and cosines of mφ and φ.

The proof turns on the closing tactic, `linear_combination`. Given an expression built from known equations, it subtracts that combination from the goal and lets `ring` check that what remains is an identity of commutative algebra. Here `ring` alone would fail, because it treats sin φ and cos φ as unrelated variables and does not know that their squares add up to 1. The two supplied terms tell it where this relation is used: once for the angle mφ, multiplied by sin²φ ‖x_0‖², and once for φ, multiplied by sin²(mφ) ‖x_(m+1)‖². They correspond to the coefficients of ‖x_0‖² and ‖x_(m+1)‖² in the calculation by hand. The coefficient of ‖x_m‖² needs only the addition formula.

```lean
/-- With `φ = π / n`, the defect of an open chain of `m` bonds is nonnegative for `1 ≤ m < n`. -/
theorem defect_nonneg {n m : ℕ} (x : ℕ → E) (hm : 1 ≤ m) (hmn : m < n) :
    0 ≤ defect (π / n) x m := by
  induction m, hm using Nat.le_induction with
  | base =>
    apply le_of_eq
    simp only [defect, Finset.sum_range_one, Nat.cast_one, one_mul, zero_add, sub_self]
  | succ m hm ih =>
    have h1 := sin_turn_pos hm (by omega : m < n)
    have h2 := sin_turn_pos (by omega : 1 ≤ m + 1) hmn
    refine (mul_nonneg_iff_of_pos_left h1).1 ?_
    rw [defect_succ]
    exact add_nonneg (mul_nonneg h2.le (ih (by omega))) (sq_nonneg _)
```

The induction starts at m = 1, where the defect is zero. In the step, `mul_nonneg_iff_of_pos_left` removes the positive factor sin(mφ) from the left side of the recursion.

```lean
/-- With `φ = π / (m + 1)`, the defect of the chain through all `m + 1` sites is `2 sin φ` times the
amount by which `cos φ` times the sum of the squared lengths exceeds the bond sum. -/
theorem defect_last (x : ℕ → E) (m : ℕ) :
    defect (π / (m + 1 : ℕ)) x m = 2 * sin (π / (m + 1 : ℕ)) *
      (cos (π / (m + 1 : ℕ)) * ∑ i ∈ Finset.range (m + 1), ‖x i‖ ^ 2 - bondSum (m + 1) x) := by
  have h1 : ∑ i ∈ Finset.range (m + 1), ‖x i‖ ^ 2
      = ∑ i ∈ Finset.range m, ‖x i‖ ^ 2 + ‖x m‖ ^ 2 := Finset.sum_range_succ _ _
  have h2 : ∑ i ∈ Finset.range (m + 1), ‖x i‖ ^ 2
      = ∑ i ∈ Finset.range m, ‖x (i + 1)‖ ^ 2 + ‖x 0‖ ^ 2 := Finset.sum_range_succ' _ _
  rw [defect, bondSum, last_turn, sin_pi_sub, cos_pi_sub, Nat.add_sub_cancel,
    real_inner_comm (x 0) (x m), Finset.sum_sub_distrib, ← Finset.mul_sum, ← Finset.mul_sum,
    Finset.sum_add_distrib]
  generalize π / ((m + 1 : ℕ) : ℝ) = φ
  linear_combination -(sin φ * cos φ) * h1 - sin φ * cos φ * h2
```

The equations `h1` and `h2` split the sum of squared lengths at its last and at its first term, which is the counting of end spins described above.

```lean
/-- For spins of arbitrary lengths the bond sum is at most `cos (π / n)` times the sum of the
squared lengths. -/
theorem bondSum_le_soft {n : ℕ} (hn : 2 ≤ n) (x : ℕ → E) :
    bondSum n x ≤ cos (π / n) * ∑ i ∈ Finset.range n, ‖x i‖ ^ 2 := by
  obtain ⟨m, rfl⟩ : ∃ m, n = m + 1 := ⟨n - 1, by omega⟩
  have h := defect_nonneg x (by omega : 1 ≤ m) (Nat.lt_succ_self m)
  have hs := sin_turn_pos le_rfl (by omega : 1 < m + 1)
  rw [Nat.cast_one, one_mul] at hs
  rw [defect_last] at h
  exact sub_nonneg.1 ((mul_nonneg_iff_of_pos_left (mul_pos two_pos hs)).1 h)

/-- For `n ≥ 2` unit spins on a ring with one antiferromagnetic bond, the bond sum is at most
`n cos (π / n)`. -/
theorem bondSum_le {n : ℕ} (hn : 2 ≤ n) (s : ℕ → E) (hs : ∀ i < n, ‖s i‖ = 1) :
    bondSum n s ≤ n * cos (π / n) := by
  have h : ∑ i ∈ Finset.range n, ‖s i‖ ^ 2 = n := by
    calc _ = ∑ _i ∈ Finset.range n, (1 : ℝ) :=
          Finset.sum_congr rfl fun i hi => by rw [hs i (Finset.mem_range.1 hi), one_pow]
      _ = n := by simp
  have := bondSum_le_soft hn s
  rw [h] at this
  linarith
```

The first theorem holds for spins of arbitrary lengths. The second sets the lengths to 1, so that the sum of squares becomes n.

## The spiral and the states that attain the bound

```lean
/-- For `n ≥ 2` and orthonormal `e` and `f`, the spiral with `φ = π / n` consists of unit spins and
has bond sum exactly `n cos (π / n)`. -/
theorem bondSum_spiral {n : ℕ} (hn : 2 ≤ n) {e f : E} (he : ‖e‖ = 1) (hf : ‖f‖ = 1)
    (hef : inner ℝ e f = 0) :
    (∀ i, ‖spiral e f (π / n) i‖ = 1) ∧ bondSum n (spiral e f (π / n)) = n * cos (π / n) := by
  have hfe : inner ℝ f e = 0 := by rw [real_inner_comm]; exact hef
  have h : ∀ (φ : ℝ) (j k : ℕ),
      inner ℝ (spiral e f φ j) (spiral e f φ k) = cos (j * φ - k * φ) := by
    intro φ j k
    simp only [spiral, inner_add_left, inner_add_right, real_inner_smul_left,
      real_inner_smul_right, real_inner_self_eq_norm_sq, he, hf, hef, hfe, cos_sub]
    ring
  constructor
  · intro i
    have h1 := h (π / n) i i
    rw [real_inner_self_eq_norm_sq, sub_self, cos_zero] at h1
    exact (pow_eq_one_iff_of_nonneg (norm_nonneg _) two_ne_zero).1 h1
  · obtain ⟨m, rfl⟩ : ∃ m, n = m + 1 := ⟨n - 1, by omega⟩
    have hb : ∀ (φ : ℝ) (i : ℕ),
        inner ℝ (spiral e f φ i) (spiral e f φ (i + 1)) = cos φ := by
      intro φ i
      rw [h, ← cos_neg φ]
      congr 1
      push_cast
      ring
    simp only [bondSum, Nat.add_sub_cancel, hb]
    rw [h, last_turn, Nat.cast_zero, zero_mul, sub_zero, cos_pi_sub, Finset.sum_const,
      Finset.card_range, nsmul_eq_mul, Nat.cast_succ]
    ring
```

The theorem gives both the unit length of the spiral's spins and the value of its bond sum. The inner statement `h` is the cosine subtraction formula for two sites, and `hb` applies it to neighbours.

```lean
/-- If the bound for spins of arbitrary lengths is attained, each inner spin `m` obeys a linear
relation with spin `0` and spin `m + 1`. -/
theorem coplanar_of_eq {n : ℕ} (x : ℕ → E)
    (h : bondSum n x = cos (π / n) * ∑ i ∈ Finset.range n, ‖x i‖ ^ 2)
    {m : ℕ} (hm : 1 ≤ m) (hmn : m + 1 < n) :
    sin ((m + 1 : ℕ) * (π / n)) • x m
      = sin (π / n) • x 0 + sin (m * (π / n)) • x (m + 1) := by
  obtain ⟨N, rfl⟩ : ∃ N, n = N + 1 := ⟨n - 1, by omega⟩
  have hN : defect (π / (N + 1 : ℕ)) x N = 0 := by rw [defect_last, h]; ring
  -- a vanishing defect of the full chain forces all shorter chains to have none
  have down : ∀ k j : ℕ, 1 ≤ j → j + k = N → defect (π / (N + 1 : ℕ)) x j = 0 := by
    intro k
    induction k with
    | zero =>
      intro j _ hk
      rw [show j = N by omega]
      exact hN
    | succ k ih =>
      intro j hj hk
      have h1 := defect_succ (π / (N + 1 : ℕ)) x j
      rw [ih (j + 1) (by omega) (by omega), mul_zero] at h1
      have h3 := sin_turn_pos (by omega : 1 ≤ j + 1) (by omega : j + 1 < N + 1)
      have h4 := mul_nonneg h3.le (defect_nonneg x hj (by omega : j < N + 1))
      have h5 := sq_nonneg ‖kink (π / (N + 1 : ℕ)) x j‖
      exact (mul_eq_zero.1 (le_antisymm (by linarith) h4)).resolve_left h3.ne'
  have h1 := defect_succ (π / (N + 1 : ℕ)) x m
  rw [down (N - m) m hm (by omega), down (N - (m + 1)) (m + 1) (by omega) (by omega),
    mul_zero, mul_zero, zero_add] at h1
  have hk := norm_eq_zero.1 ((pow_eq_zero_iff two_ne_zero).1 h1.symm)
  rw [kink, sub_sub, sub_eq_zero] at hk
  exact hk
```

Here the lengths are still arbitrary. The statement `down` carries the vanishing defect from the full chain to shorter ones, by induction on the number of bonds removed. The recursion then leaves ‖K_m‖² = 0, which is rearranged into the linear relation.

```lean
/-- For `n ≥ 3` unit spins that attain the bound, every ferromagnetic bond has inner product
`cos (π / n)` and the antiferromagnetic bond has `-cos (π / n)`. -/
theorem bonds_of_eq {n : ℕ} (hn : 3 ≤ n) (s : ℕ → E) (hs : ∀ i < n, ‖s i‖ = 1)
    (h : bondSum n s = n * cos (π / n)) :
    (∀ i, i + 1 < n → inner ℝ (s i) (s (i + 1)) = cos (π / n)) ∧
      inner ℝ (s (n - 1)) (s 0) = -cos (π / n) := by
  have hsum : ∑ i ∈ Finset.range n, ‖s i‖ ^ 2 = n := by
    calc _ = ∑ _i ∈ Finset.range n, (1 : ℝ) :=
          Finset.sum_congr rfl fun i hi => by rw [hs i (Finset.mem_range.1 hi), one_pow]
      _ = n := by simp
  have rel := fun m => coplanar_of_eq (m := m) s (by rw [h, hsum, mul_comm])
  -- the lengths in a linear relation of three unit vectors fix the angle between two of them
  have tri : ∀ (φ α : ℝ) (u v w : E), ‖u‖ = 1 → ‖v‖ = 1 → ‖w‖ = 1 → 0 < sin α →
      0 < sin (α + φ) → sin φ • w = sin (α + φ) • u - sin α • v → inner ℝ u v = cos φ := by
    intro φ α u v w hu hv hw h1 h2 h3
    have h4 := congrArg (fun z : E => inner ℝ z z) h3
    simp only [inner_sub_left, inner_sub_right, real_inner_smul_left, real_inner_smul_right,
      real_inner_self_eq_norm_sq, norm_smul, Real.norm_eq_abs, mul_pow, sq_abs,
      hu, hv, hw] at h4
    rw [real_inner_comm u v] at h4
    have h5 : sin α * sin (α + φ) * (inner ℝ u v - cos φ) = 0 := by
      rw [sin_add] at h4 ⊢
      linear_combination (1 / 2) * h4 - sin α ^ 2 / 2 * sin_sq_add_cos_sq φ
        + sin φ ^ 2 / 2 * sin_sq_add_cos_sq α
    exact sub_eq_zero.1 ((mul_eq_zero.1 h5).resolve_left (mul_pos h1 h2).ne')
  have e : ∀ k : ℕ, ((k + 1 : ℕ) : ℝ) * (π / n) = k * (π / n) + π / n := by
    intro k; push_cast; ring
  have bonds : ∀ i, i + 1 < n → inner ℝ (s i) (s (i + 1)) = cos (π / n) := by
    intro i hi
    rcases Nat.eq_zero_or_pos i with rfl | hpos
    · have r := rel 1 le_rfl (by omega)
      have p := sin_turn_pos (by omega : 1 ≤ 1 + 1) (by omega : 1 + 1 < n)
      have q := sin_turn_pos le_rfl (by omega : 1 < n)
      rw [e 1, Nat.cast_one, one_mul] at r p
      rw [Nat.cast_one, one_mul] at q
      rw [real_inner_comm]
      exact tri _ (π / n) (s 1) (s 0) (s (1 + 1)) (hs _ (by omega)) (hs _ (by omega))
        (hs _ (by omega)) q p (by rw [r]; abel)
    · have r := rel i hpos hi
      have p := sin_turn_pos (by omega : 1 ≤ i + 1) hi
      rw [e i] at r p
      exact tri _ (i * (π / n)) (s i) (s (i + 1)) (s 0) (hs _ (by omega)) (hs _ hi)
        (hs _ (by omega)) (sin_turn_pos hpos (by omega)) p (by rw [r]; abel)
  refine ⟨bonds, ?_⟩
  have hb : ∑ i ∈ Finset.range (n - 1), inner ℝ (s i) (s (i + 1))
      = ∑ _i ∈ Finset.range (n - 1), cos (π / n) :=
    Finset.sum_congr rfl fun i hi => bonds i (by have := Finset.mem_range.1 hi; omega)
  rw [bondSum, hb, Finset.sum_const, Finset.card_range, nsmul_eq_mul,
    Nat.cast_sub (by omega : 1 ≤ n), Nat.cast_one] at h
  linarith

end

end FrustratedRing
```

The statement `tri` takes squared norms in a relation between three unit vectors and extracts the inner product of two of them. It is used with m = 1 for the first bond and with m = i for bond i ≥ 1. The last lines subtract the n−1 known bonds from the total to obtain the closing one. The conclusion concerns the inner products of neighbouring spins; the linear relations between the spins themselves are in `coplanar_of_eq`.

```lean
#print axioms FrustratedRing.bondSum_le
-- 'FrustratedRing.bondSum_le' depends on axioms: [propext, Classical.choice, Quot.sound]
#print axioms FrustratedRing.bondSum_spiral
-- 'FrustratedRing.bondSum_spiral' depends on axioms: [propext, Classical.choice, Quot.sound]
#print axioms FrustratedRing.bonds_of_eq
-- 'FrustratedRing.bonds_of_eq' depends on axioms: [propext, Classical.choice, Quot.sound]
```
